# On a periodic grid, plaquette fluxes of nonvanishing augmented links sum to an integer multiple of 2π

## Arbitrary phases at every grid point

A diagonalisation at each crystal momentum returns orbitals with arbitrary phases, and degenerate orbitals arbitrarily mixed. The phase of an overlap between neighbouring momenta inherits this arbitrariness. If a Berry curvature is computed from differences of such phases without removing their jumps by 2π, its values can change from run to run. In projector augmented-wave and ultrasoft methods the overlap also contains augmentation charges, so one must check that they do not spoil a discretisation that avoids this defect.

For non-interacting bands on a finite periodic grid, the sum of the plaquette fluxes below is 2π times an integer, provided that no link vanishes, and invertible mixing of the orbitals at each grid point does not change this integer.

## Links and fluxes

Let $k$ run over the periodic grid $\mathbb Z/N\times\mathbb Z/M$ with $N,M\ge 1$, and let $e_0=(1,0)$, $e_1=(0,1)$. The columns of $\Psi(k)$ are the pseudo-orbitals in a finite basis. With bare overlap $B_d(k)$, augmentation charges $Q_d(k)$ and projectors $P(k)$, the link in direction $d$ is

$$U_d(k)=\det\!\big[\Psi(k)^\dagger\big(B_d(k)+P(k)^\dagger Q_d(k)P(k+e_d)\big)\Psi(k+e_d)\big].$$

The plaquette product and its flux are

$$W(k)=U_0(k)\,U_1(k+e_0)\,\overline{U_0(k+e_1)}\;\overline{U_1(k)},\qquad F(k)=\arg W(k)\in(-\pi,\pi].$$

A link vanishes when some nontrivial combination of the orbital columns at one end has zero augmented overlap with every orbital at the other. The assumption $U_d(k)\neq0$ excludes this.

## What is stated

`chern_quantized_and_invariant` says: if all links are nonzero, there is an integer $m$ with $\sum_k F(k)=2\pi m$, and for every choice of matrices $g(k)$ with nonzero determinant the orbitals $\Psi(k)g(k)$ give the same $m$. The $g(k)$ need not be unitary.

In Lean, `Grid N M` is the grid, `AugmentedOverlap` holds $B$, $Q$ and $P$ as `bare`, `aug` and `proj`, and the finite types `G`, `p` and `n` label basis functions, projectors and orbitals. The number of orbitals is the same at every point. `link`, `plaquette`, `flux` and `mix` are $U$, $W$, $F$ and $\Psi g$. The order of the factors in `plaquette` fixes the orientation.

The matrices $B$, $Q$ and $P$ are arbitrary: they are not derived from atomic data, and no Hamiltonian or band gap appears. Because `bare` and `aug` depend on the link, phases from crossing the zone boundary can be stored there. The statement concerns a fixed grid and does not identify $m$ with the Chern number of a continuum band structure.

## Derivation

**Mixing.** Write $\gamma(k)=\det g(k)$. Multiplicativity of the determinant gives

$$U_d'(k)=\overline{\gamma(k)}\,U_d(k)\,\gamma(k+e_d).$$

In $W'(k)$ each corner contributes its $\gamma$ once plain and once conjugated, so

$$W'(k)=\big|\gamma(k)\,\gamma(k+e_0)\,\gamma(k+e_1)\,\gamma(k+e_0+e_1)\big|^2\,W(k).$$

The prefactor is positive, hence $F'(k)=F(k)$ on every plaquette.

**Quantisation.** Let $L_d=\prod_k U_d(k)$. A translation permutes the grid points, so shifted links have the same total product:

$$\prod_k W(k)=L_0L_1\overline{L_0}\,\overline{L_1}=|L_0L_1|^2=:r>0.$$

Inserting $W(k)=|W(k)|e^{iF(k)}$ and using $\prod_k|W(k)|=r$ gives

$$r\,e^{i\sum_kF(k)}=r,$$

so $e^{i\sum_kF(k)}=1$ and $\sum_kF(k)=2\pi m$.

**Grid size.** Since $|F(k)|\le\pi$, we have $2\pi|m|\le NM\pi$, that is $2|m|\le NM$. A grid with too few plaquettes cannot show a large integer.

Taking the argument after the four links are multiplied reduces each plaquette phase to $(-\pi,\pi]$. If $F(k)$ were replaced by the signed sum of the four link arguments without this reduction, every term would cancel over the grid and the total would always be zero. The integer comes from the reduction on each plaquette.

## A model in which augmentation changes the integer

This is an algebraic example: its charges are chosen by hand and do not describe a real atom or material. Take a $4\times1$ grid, one basis function, one projector, one orbital and unit bare overlaps. Since the second side has length one, each direction-1 link joins a grid point to itself around the periodic grid. Without augmentation all links are $1$ and the total flux is $0$. Now put the charge $i^a-1$ on the direction-1 link at first coordinate $a=0,1,2,3$. That link becomes $i^a$, while the direction-0 links stay $1$. Each plaquette product is $i^{a+1}\,\overline{i^a}=i$, also across the boundary because $i^4=1$. The four fluxes of $\pi/2$ add up to $2\pi$, so $m=1$.

## Inverting the reversed links

Reversed links could have been inverted instead of conjugated. For nonzero links $1/U=\overline U/|U|^2$, so every flux would be the same. The product of all plaquettes would then be exactly $1$, but the definition would involve division. Conjugation keeps it polynomial in the links and their conjugates, at the price of carrying the positive number $r$.

## The Lean file

```lean
import Mathlib

open Matrix
open scoped ComplexConjugate Real

namespace AugmentedLatticeChern

noncomputable section

/-- The periodic grid of `N` by `M` points. -/
abbrev Grid (N M : ℕ) := ZMod N × ZMod M

/-- The elementary grid steps in the two directions. -/
def step {N M : ℕ} : Fin 2 → Grid N M := ![(1, 0), (0, 1)]

/-- Data of the augmented overlap between neighbouring grid points: the bare overlap of the basis
functions and the augmentation charges on each link, and the projectors at each point. -/
structure AugmentedOverlap (N M : ℕ) (G p : Type) where
  /-- bare overlap of the basis functions along a link -/
  bare : Fin 2 → Grid N M → Matrix G G ℂ
  /-- augmentation charges along a link -/
  aug : Fin 2 → Grid N M → Matrix p p ℂ
  /-- overlaps of the projector functions (rows) with the basis functions (columns) -/
  proj : Grid N M → Matrix p G ℂ

variable {N M : ℕ} {G p n : Type} [Fintype G] [Fintype p] [Fintype n] [DecidableEq n]

/-- The link variable: the determinant of the augmented overlap matrix between the orbitals at `k`
and those at the next grid point in direction `d`. -/
def link (D : AugmentedOverlap N M G p) (Ψ : Grid N M → Matrix G n ℂ) (d : Fin 2)
    (k : Grid N M) : ℂ :=
  ((Ψ k)ᴴ * (D.bare d k + (D.proj k)ᴴ * D.aug d k * D.proj (k + step d)) * Ψ (k + step d)).det

/-- The product of the four links around a plaquette, reversed links being conjugated. -/
def plaquette (D : AugmentedOverlap N M G p) (Ψ : Grid N M → Matrix G n ℂ) (k : Grid N M) : ℂ :=
  link D Ψ 0 k * link D Ψ 1 (k + step 0) * conj (link D Ψ 0 (k + step 1)) * conj (link D Ψ 1 k)

/-- The flux through a plaquette: the principal argument of the plaquette product. -/
def flux (D : AugmentedOverlap N M G p) (Ψ : Grid N M → Matrix G n ℂ) (k : Grid N M) : ℝ :=
  (plaquette D Ψ k).arg

/-- Mixing of the orbitals among themselves by a matrix `g k` at each grid point. -/
def mix (Ψ : Grid N M → Matrix G n ℂ) (g : Grid N M → Matrix n n ℂ) : Grid N M → Matrix G n ℂ :=
  fun k => Ψ k * g k

/-- Under orbital mixing a link is multiplied by the determinants of the mixing matrices at its
two ends, the one at the starting point conjugated. -/
theorem link_mix (D : AugmentedOverlap N M G p) (Ψ : Grid N M → Matrix G n ℂ)
    (g : Grid N M → Matrix n n ℂ) (d : Fin 2) (k : Grid N M) :
    link D (mix Ψ g) d k = conj (g k).det * link D Ψ d k * (g (k + step d)).det := by
  simp only [link, mix, starRingEnd_apply, ← Matrix.det_conjTranspose, ← Matrix.det_mul,
    Matrix.conjTranspose_mul, Matrix.mul_assoc]

/-- Under orbital mixing a plaquette product is multiplied by the squared modulus of the product
of the mixing determinants at its four corners. -/
theorem plaquette_mix (D : AugmentedOverlap N M G p) (Ψ : Grid N M → Matrix G n ℂ)
    (g : Grid N M → Matrix n n ℂ) (k : Grid N M) :
    plaquette D (mix Ψ g) k =
      (Complex.normSq ((g k).det * (g (k + step 0)).det * (g (k + step 1)).det *
        (g (k + step 0 + step 1)).det) : ℂ) * plaquette D Ψ k := by
  rw [← Complex.mul_conj]
  simp only [plaquette, link_mix, map_mul, Complex.conj_conj,
    add_right_comm k (step 1) (step 0)]
  ring

/-- The flux through every single plaquette is unchanged by invertible orbital mixing. -/
theorem flux_mix (D : AugmentedOverlap N M G p) (Ψ : Grid N M → Matrix G n ℂ)
    (g : Grid N M → Matrix n n ℂ) (hg : ∀ k, (g k).det ≠ 0) (k : Grid N M) :
    flux D (mix Ψ g) k = flux D Ψ k := by
  unfold flux
  rw [plaquette_mix]
  exact Complex.arg_real_mul _ (Complex.normSq_pos.2
    (mul_ne_zero (mul_ne_zero (mul_ne_zero (hg _) (hg _)) (hg _)) (hg _)))

variable [NeZero N] [NeZero M]

/-- The product of all plaquettes of the periodic grid is the squared modulus of the product of
all links. -/
theorem prod_plaquette (D : AugmentedOverlap N M G p) (Ψ : Grid N M → Matrix G n ℂ) :
    ∏ k, plaquette D Ψ k =
      (Complex.normSq ((∏ k, link D Ψ 0 k) * ∏ k, link D Ψ 1 k) : ℂ) := by
  -- a translation only permutes the points of the periodic grid
  have hx : ∏ k, conj (link D Ψ 0 (k + step 1)) = conj (∏ k, link D Ψ 0 k) := by
    rw [map_prod]
    exact Equiv.prod_comp (Equiv.addRight (step 1)) (fun k => conj (link D Ψ 0 k))
  have hy : ∏ k, link D Ψ 1 (k + step 0) = ∏ k, link D Ψ 1 k :=
    Equiv.prod_comp (Equiv.addRight (step 0)) (fun k => link D Ψ 1 k)
  have hc : ∏ k, conj (link D Ψ 1 k) = conj (∏ k, link D Ψ 1 k) := (map_prod _ _ _).symm
  simp only [plaquette, Finset.prod_mul_distrib]
  rw [hx, hy, hc, ← Complex.mul_conj, map_mul]
  ring

/-- If no augmented link determinant vanishes, the total flux is `2π` times an integer, and the
same integer is found after any invertible mixing of the orbitals at each grid point. -/
theorem chern_quantized_and_invariant (D : AugmentedOverlap N M G p)
    (Ψ : Grid N M → Matrix G n ℂ) (h : ∀ d k, link D Ψ d k ≠ 0) :
    ∃ m : ℤ, ∑ k, flux D Ψ k = 2 * π * m ∧
      ∀ g : Grid N M → Matrix n n ℂ, (∀ k, (g k).det ≠ 0) →
        ∑ k, flux D (mix Ψ g) k = 2 * π * m := by
  obtain ⟨r, hr, hP⟩ : ∃ r : ℝ, 0 < r ∧ ∏ k, plaquette D Ψ k = (r : ℂ) :=
    ⟨_, Complex.normSq_pos.2 (mul_ne_zero (Finset.prod_ne_zero_iff.2 fun k _ => h 0 k)
      (Finset.prod_ne_zero_iff.2 fun k _ => h 1 k)), prod_plaquette D Ψ⟩
  have hnorm : ∏ k, ‖plaquette D Ψ k‖ = r := by
    rw [← norm_prod, hP, Complex.norm_real, Real.norm_of_nonneg hr.le]
  -- polar decomposition of every plaquette
  have hexp : (r : ℂ) * Complex.exp ((∑ k, flux D Ψ k : ℝ) * Complex.I) = r := by
    calc (r : ℂ) * Complex.exp ((∑ k, flux D Ψ k : ℝ) * Complex.I)
        = ∏ k, ((‖plaquette D Ψ k‖ : ℂ) * Complex.exp (flux D Ψ k * Complex.I)) := by
          rw [Finset.prod_mul_distrib, ← Complex.exp_sum, ← Finset.sum_mul, ← hnorm]
          simp only [Complex.ofReal_prod, Complex.ofReal_sum]
      _ = ∏ k, plaquette D Ψ k :=
          Finset.prod_congr rfl fun k _ => Complex.norm_mul_exp_arg_mul_I _
      _ = r := hP
  have h1 : Complex.exp ((∑ k, flux D Ψ k : ℝ) * Complex.I) = 1 :=
    mul_left_cancel₀ (Complex.ofReal_ne_zero.2 hr.ne') (hexp.trans (mul_one _).symm)
  obtain ⟨m, hm⟩ := Complex.exp_eq_one_iff.1 h1
  have h2 : ((∑ k, flux D Ψ k : ℝ) : ℂ) = ((2 * π * m : ℝ) : ℂ) :=
    mul_right_cancel₀ Complex.I_ne_zero (by rw [hm]; push_cast; ring)
  have h3 := Complex.ofReal_injective h2
  exact ⟨m, h3, fun g hg => by
    rw [Finset.sum_congr rfl fun k _ => flux_mix D Ψ g hg k, h3]⟩

/-- A total flux of `2πm` requires a grid of at least `2|m|` plaquettes. -/
theorem chern_le_grid (D : AugmentedOverlap N M G p) (Ψ : Grid N M → Matrix G n ℂ) (m : ℤ)
    (hm : ∑ k, flux D Ψ k = 2 * π * m) : 2 * |(m : ℝ)| ≤ N * M := by
  have h1 : |∑ k, flux D Ψ k| ≤ N * M * π := by
    calc |∑ k, flux D Ψ k| ≤ ∑ k, |flux D Ψ k| := Finset.abs_sum_le_sum_abs _ _
      _ ≤ ∑ _k : Grid N M, π := Finset.sum_le_sum fun k _ => Complex.abs_arg_le_pi _
      _ = N * M * π := by
        rw [Finset.sum_const, Finset.card_univ, Fintype.card_prod, ZMod.card, ZMod.card,
          nsmul_eq_mul, Nat.cast_mul]
  rw [hm, abs_mul, abs_of_pos Real.two_pi_pos] at h1
  exact le_of_mul_le_mul_right (by linarith : 2 * |(m : ℝ)| * π ≤ N * M * π) Real.pi_pos

/-- One basis function and one projector on a 4 by 1 grid, with unit bare overlaps and with
augmentation charge `q` on the links of the second direction only. -/
def phaseModel (q : ZMod 4 → ℂ) : AugmentedOverlap 4 1 (Fin 1) (Fin 1) where
  bare := fun _ _ => 1
  aug := fun d k => if d = 0 then 0 else q k.1 • 1
  proj := fun _ => 1

/-- The single orbital equal to the basis function at every grid point. -/
def flatOrbital : Grid 4 1 → Matrix (Fin 1) (Fin 1) ℂ := fun _ => 1

/-- The links of the model are `1` in the first direction and `1 + q` in the second. -/
theorem link_phaseModel (q : ZMod 4 → ℂ) (k : Grid 4 1) :
    link (phaseModel q) flatOrbital 0 k = 1 ∧
      link (phaseModel q) flatOrbital 1 k = 1 + q k.1 := by
  constructor <;> simp [link, phaseModel, flatOrbital]

/-- In the model the total flux is zero without augmentation, while the augmentation charges
`i^a - 1` give nonvanishing links and total flux `2π`. -/
theorem phaseModel_witness :
    ∑ k, flux (phaseModel 0) flatOrbital k = 0 ∧
    (∀ d k, link (phaseModel fun a => Complex.I ^ a.val - 1) flatOrbital d k ≠ 0) ∧
    ∑ k, flux (phaseModel fun a => Complex.I ^ a.val - 1) flatOrbital k = 2 * π := by
  refine ⟨?_, ?_, ?_⟩
  · refine Finset.sum_eq_zero fun k _ => ?_
    simp [flux, plaquette, (link_phaseModel 0 _).1, (link_phaseModel 0 _).2]
  · refine Fin.forall_fin_two.2 ⟨fun k => ?_, fun k => ?_⟩
    · rw [(link_phaseModel _ k).1]
      exact one_ne_zero
    · rw [(link_phaseModel _ k).2, add_sub_cancel]
      exact pow_ne_zero _ Complex.I_ne_zero
  · -- the phase advances by a quarter turn at each step, also across the boundary
    have key : ∀ a : ZMod 4, (a + 1).val = a.val + 1 ∨ (a.val = 3 ∧ (a + 1).val = 0) := by
      decide
    have turn : ∀ a : ZMod 4,
        Complex.I ^ (a + 1).val * conj (Complex.I ^ a.val) = Complex.I := by
      intro a
      rcases key a with h | ⟨h, h'⟩
      · rw [h, map_pow, Complex.conj_I]
        calc Complex.I ^ (a.val + 1) * (-Complex.I) ^ a.val
            = (Complex.I * -Complex.I) ^ a.val * Complex.I := by rw [mul_pow]; ring
          _ = Complex.I := by
            rw [mul_neg, Complex.I_mul_I, neg_neg, one_pow, one_mul]
      · rw [h', h, map_pow, Complex.conj_I, pow_zero, one_mul]
        linear_combination (-Complex.I) * Complex.I_sq
    have hflux : ∀ k, flux (phaseModel fun a => Complex.I ^ a.val - 1) flatOrbital k = π / 2 := by
      intro k
      have hk : (k + step 0).1 = k.1 + 1 := by simp [step]
      unfold flux plaquette
      rw [(link_phaseModel _ k).1, (link_phaseModel _ (k + step 0)).2,
        (link_phaseModel _ (k + step 1)).1, (link_phaseModel _ k).2, hk,
        add_sub_cancel, add_sub_cancel, map_one, one_mul, mul_one, turn, Complex.arg_I]
    rw [Finset.sum_congr rfl fun k _ => hflux k, Finset.sum_const, Finset.card_univ,
      Fintype.card_prod, ZMod.card, ZMod.card, nsmul_eq_mul]
    push_cast
    ring

end

end AugmentedLatticeChern
```

```lean
#print axioms AugmentedLatticeChern.prod_plaquette
-- 'AugmentedLatticeChern.prod_plaquette' depends on axioms: [propext, Classical.choice, Quot.sound]
#print axioms AugmentedLatticeChern.chern_quantized_and_invariant
-- 'AugmentedLatticeChern.chern_quantized_and_invariant' depends on axioms: [propext, Classical.choice, Quot.sound]
#print axioms AugmentedLatticeChern.chern_le_grid
-- 'AugmentedLatticeChern.chern_le_grid' depends on axioms: [propext, Classical.choice, Quot.sound]
```

## How the proof follows the derivation

`link_mix` collects the three determinants into the determinant of one matrix product. `plaquette_mix` writes the squared modulus as $z\bar z$, identifies the two routes to the far corner by `add_right_comm`, and leaves the rearrangement to `ring`. `flux_mix` then applies `Complex.arg_real_mul`: a positive real factor does not change the argument.

In `prod_plaquette`, `hx` and `hy` are the translation steps, each using `Equiv.prod_comp` with the shift as a permutation.

The main theorem first obtains $r>0$. Its step `hexp` is the polar decomposition multiplied over the grid, and `h1` cancels $r$. `Complex.exp_eq_one_iff` supplies $m$, and `h2` and `h3` remove the factor $i$ and return to real numbers. Since $m$ is fixed before $g$ is introduced, rewriting each flux with `flux_mix` gives the same integer.

`chern_le_grid` combines the triangle inequality with `Complex.abs_arg_le_pi` and counts the grid points. It takes the value $2\pi m$ of the total flux as its hypothesis.

For the model, `link_phaseModel` evaluates the links. In `phaseModel_witness`, `key` separates an ordinary step from the one across the boundary, `turn` shows that both give a factor $i$, and `hflux` converts this to $\pi/2$ before the four terms are summed.
